# The radial integral of the Ernzerhof–Perdew hole, and the parameter value for which the hole removes one electron

An exchange hole must remove exactly one electron: its density integrates to $-1$. This integral is called the charge of the hole here; it counts electrons, so the electric charge has the opposite sign. The Ernzerhof–Perdew form meets this sum rule only if its parameters are suitably related. For a spin-unpolarised gas, the model hole is taken here divided by the electron density and without its dependence on the density gradient, as a function of the reduced separation $y=k_Fu$, where $u$ is the distance from the reference electron and $k_F$ the Fermi wavevector:

$$J(y)=-\frac{A}{y^2(1+4Ay^2/9)}+\Big(\frac{A}{y^2}+B+Cy^2+Ey^4\Big)e^{-Dy^2}.$$

The five letters are real parameters; $E$ is not an energy. For $A,D>0$, $y^2J$ is integrable on $(0,\infty)$, and

$$\int_0^\infty y^2J\,dy=-\frac{3\pi}{4}\sqrt A+\frac{\sqrt\pi}{2\sqrt D}\Big(A+\frac{B}{2D}+\frac{3C}{4D^2}+\frac{15E}{8D^3}\Big).$$

The condition $D>0$ makes the Gaussian decay at large separation; $A>0$ sets a real length scale for the Lorentzian.

## From the two integrals to the sum rule

Multiplying by $y^2$ removes the inverse squares:

$$y^2J=-\frac{A}{1+4Ay^2/9}+(A+By^2+Cy^4+Ey^6)e^{-Dy^2}.$$

In the first term put $t=2\sqrt A\,y/3$:

$$\int_0^\infty\frac{A\,dy}{1+4Ay^2/9}=A\cdot\frac{3}{2\sqrt A}\int_0^\infty\frac{dt}{1+t^2}=\frac{3\pi}{4}\sqrt A.$$

For the rest, let $M_n=\int_0^\infty y^{2n}e^{-Dy^2}dy$, with $M_0=\sqrt\pi/(2\sqrt D)$. Integrating $y^{2n+1}\cdot ye^{-Dy^2}$ by parts, with vanishing boundary terms, gives

$$M_{n+1}=\frac{2n+1}{2D}M_n.$$

Hence $M_1=M_0/(2D)$, $M_2=3M_0/(4D^2)$ and $M_3=15M_0/(8D^3)$. The sum $AM_0+BM_1+CM_2+EM_3$, minus the Lorentzian integral, is the stated formula.

A spin-unpolarised gas has density $k_F^3/(3\pi^2)$. Substituting $y=k_Fu$ in the hole charge gives

$$\int_0^\infty4\pi u^2\frac{k_F^3}{3\pi^2}J(k_Fu)\,du=\frac{4}{3\pi}\int_0^\infty y^2J\,dy
=-\sqrt A+\frac{2}{3\sqrt{\pi D}}\Big(A+\frac{B}{2D}+\frac{3C}{4D^2}+\frac{15E}{8D^3}\Big).$$

Setting this to $-1$ and solving for $E$,

$$E=\frac{8D^3}{15}\Big(\tfrac32\sqrt{\pi D}\,(\sqrt A-1)-A-\frac{B}{2D}-\frac{3C}{4D^2}\Big).$$

For example, take $A=1$, $B=-\tfrac12$, $C=-\tfrac1{10}$, $D=\tfrac12$. The moment ratios $M_n/M_0$ are $1,1,3,15$, so the bracket in the charge is $1-\tfrac12-\tfrac3{10}+15E$. It vanishes at $E=-\tfrac1{75}$, leaving the charge $-\sqrt A=-1$. These values illustrate the sum rule only: they give $J(0^+)=4A^2/9-AD+B=-\tfrac59$, whereas the exchange hole of a spin-unpolarised gas has the value $-\tfrac12$ there.

## The hole and its charge as Lean definitions

```lean
import Mathlib

open MeasureTheory Set Real

namespace ErnzerhofPerdewHole

noncomputable section
```

`epHole` is $J$, with all five parameters explicit.

```lean
/-- The Ernzerhof-Perdew model exchange hole without gradient dependence, divided by the electron
density, as a function of the reduced separation `y`, for `y ≠ 0` and `A ≥ 0`. -/
def epHole (A B C D E y : ℝ) : ℝ :=
  -A / (y ^ 2 * (1 + 4 * A * y ^ 2 / 9))
    + (A / y ^ 2 + B + C * y ^ 2 + E * y ^ 4) * Real.exp (-D * y ^ 2)
```

`evenGaussian D n` is the integrand of $M_n$.

```lean
/-- The Gaussian of exponent `D` multiplied by the even power `y ^ (2 n)`. -/
def evenGaussian (D : ℝ) (n : ℕ) (y : ℝ) : ℝ :=
  y ^ (2 * n) * Real.exp (-D * y ^ 2)
```

`holeCharge` integrates over spherical shells; its `k` is $k_F$, and `Ioi 0` is the open half-line $(0,\infty)$, so the value Lean assigns to $J(0)$ plays no part.

```lean
/-- The charge of the hole around an electron in a spin-unpolarised gas of Fermi wavevector `k` and
density `k³/(3π²)`: the integral of the hole density over spherical shells of radius `u`. The domain
is `A ≥ 0` and `D, k > 0`, where the integral converges. -/
def holeCharge (A B C D E k : ℝ) : ℝ :=
  ∫ u in Ioi (0 : ℝ), 4 * π * u ^ 2 * (k ^ 3 / (3 * π ^ 2) * epHole A B C D E (k * u))
```

## Cancelling the inverse squares and rescaling the Lorentzian

The first lemma cancels $y^2$ in each singular term; `linear_combination` assembles the results.

```lean
/-- At nonzero separation, the radial weight `y²` cancels the inverse squares in the hole. -/
theorem sq_mul_epHole (A B C D E : ℝ) {y : ℝ} (hy : y ≠ 0) :
    y ^ 2 * epHole A B C D E y = -A / (1 + 4 * A * y ^ 2 / 9)
      + (A + B * y ^ 2 + C * y ^ 4 + E * y ^ 6) * Real.exp (-D * y ^ 2) := by
  have hy2 : y ^ 2 ≠ 0 := pow_ne_zero 2 hy
  have h1 : y ^ 2 * (-A / (y ^ 2 * (1 + 4 * A * y ^ 2 / 9)))
      = -A / (1 + 4 * A * y ^ 2 / 9) := by
    rw [← mul_div_assoc, mul_div_mul_left _ _ hy2]
  have h2 : y ^ 2 * (A / y ^ 2) = A := by field_simp
  unfold epHole
  linear_combination h1 + Real.exp (-D * y ^ 2) * h2
```

The second rewrites the Lorentzian in the variable $t$. `integral_comp_mul_left_Ioi` performs the substitution, and the arctangent integral supplies $\pi/2$.

```lean
/-- For `A > 0` the Lorentzian part of the hole is integrable over the half-line, and its
integral is `(3π/4) √A`. -/
theorem lorentzian_integral {A : ℝ} (hA : 0 < A) :
    IntegrableOn (fun y : ℝ => A / (1 + 4 * A * y ^ 2 / 9)) (Ioi 0) ∧
    ∫ y in Ioi (0 : ℝ), A / (1 + 4 * A * y ^ 2 / 9) = 3 * π / 4 * √A := by
  have hs : 0 < √A := Real.sqrt_pos.mpr hA
  have hk : 0 < 2 * √A / 3 := by positivity
  -- rescale the separation so that the standard Lorentzian appears
  have e : (fun y : ℝ => A / (1 + 4 * A * y ^ 2 / 9))
      = fun y : ℝ => A * (1 + (2 * √A / 3 * y) ^ 2)⁻¹ := by
    funext y
    have h : (2 * √A / 3 * y) ^ 2 = 4 * A * y ^ 2 / 9 := by
      rw [mul_pow, div_pow, mul_pow, Real.sq_sqrt hA.le]
      ring
    rw [h, div_eq_mul_inv]
  rw [e]
  refine ⟨((integrable_inv_one_add_sq.comp_mul_left' hk.ne').const_mul A).integrableOn, ?_⟩
  have h := integral_comp_mul_left_Ioi (fun x : ℝ => (1 + x ^ 2)⁻¹) 0 hk
  simp only [mul_zero, integral_Ioi_inv_one_add_sq, Real.arctan_zero, sub_zero,
    smul_eq_mul] at h
  rw [integral_const_mul, h]
  calc A * ((2 * √A / 3)⁻¹ * (π / 2))
      = (√A * √A) * ((2 * √A / 3)⁻¹ * (π / 2)) := by rw [Real.mul_self_sqrt hA.le]
    _ = 3 * π / 4 * √A := by
      field_simp
      ring
```

## Gaussian moments through the Gamma function

Integrability of every moment comes from a Mathlib result for real powers, specialised to the exponent $2n$.

```lean
/-- Every even power times a Gaussian of exponent `D > 0` is integrable over the half-line. -/
theorem evenGaussian_integrable {D : ℝ} (hD : 0 < D) (n : ℕ) :
    IntegrableOn (evenGaussian D n) (Ioi 0) := by
  have hn : (0 : ℝ) ≤ ((2 * n : ℕ) : ℝ) := Nat.cast_nonneg _
  have h := integrable_rpow_mul_exp_neg_mul_sq hD (s := ((2 * n : ℕ) : ℝ)) (by linarith)
  simp only [Real.rpow_natCast] at h
  exact h.integrableOn
```

The recursion replaces integration by parts with a closed form. Mathlib's `integral_rpow_mul_exp_neg_mul_rpow` evaluates, for $p,b>0$ and $q>-1$,

$$\int_0^\infty x^qe^{-bx^p}dx=b^{-(q+1)/p}\,\frac1p\,\Gamma\Big(\frac{q+1}{p}\Big).$$

With $p=2$, $q=2m$ and $b=D$ this is `key`. The factor $n+\tfrac12$ then comes from $\Gamma(s+1)=s\Gamma(s)$ and the factor $1/D$ from the power of $D$, so no boundary terms have to be estimated.

```lean
/-- For `D > 0`, raising the power in a Gaussian moment from `2n` to `2n + 2` multiplies the
moment by `(2n + 1)/(2D)`. -/
theorem evenGaussian_integral_succ {D : ℝ} (hD : 0 < D) (n : ℕ) :
    ∫ y in Ioi (0 : ℝ), evenGaussian D (n + 1) y
      = (2 * (n : ℝ) + 1) / (2 * D) * ∫ y in Ioi (0 : ℝ), evenGaussian D n y := by
  -- each moment is a Gamma function
  have key : ∀ m : ℕ, ∫ y in Ioi (0 : ℝ), evenGaussian D m y
      = D ^ (-((m : ℝ) + 1 / 2)) * (1 / 2) * Real.Gamma ((m : ℝ) + 1 / 2) := by
    intro m
    have hm : (0 : ℝ) ≤ ((2 * m : ℕ) : ℝ) := Nat.cast_nonneg _
    have h := integral_rpow_mul_exp_neg_mul_rpow (p := 2) (q := ((2 * m : ℕ) : ℝ)) (b := D)
      two_pos (by linarith) hD
    simp only [Real.rpow_natCast, Real.rpow_two] at h
    have e1 : -(((2 * m : ℕ) : ℝ) + 1) / 2 = -((m : ℝ) + 1 / 2) := by push_cast; ring
    have e2 : (((2 * m : ℕ) : ℝ) + 1) / 2 = (m : ℝ) + 1 / 2 := by push_cast; ring
    rw [e1, e2] at h
    exact h
  have e : ((n + 1 : ℕ) : ℝ) + 1 / 2 = ((n : ℝ) + 1 / 2) + 1 := by push_cast; ring
  have g : Real.Gamma (((n : ℝ) + 1 / 2) + 1)
      = ((n : ℝ) + 1 / 2) * Real.Gamma ((n : ℝ) + 1 / 2) :=
    Real.Gamma_add_one (by positivity)
  have p : D ^ (-(((n : ℝ) + 1 / 2) + 1)) = D ^ (-((n : ℝ) + 1 / 2)) / D := by
    have e3 : -(((n : ℝ) + 1 / 2) + 1) = -((n : ℝ) + 1 / 2) - 1 := by ring
    rw [e3, Real.rpow_sub_one hD.ne']
  rw [key (n + 1), key n, e, g, p]
  generalize D ^ (-((n : ℝ) + 1 / 2)) = u
  ring
```

## The closed form and the value of E

The main theorem states integrability and the formula together. `e` splits the integrand into four moments and the Lorentzian, `i1` to `i3` justify integrating term by term, and `h0` to `h3` run the recursion.

```lean
/-- For `A, D > 0` the radially weighted Ernzerhof-Perdew hole is integrable, and its integral
is the stated closed form in the five parameters. -/
theorem integral_sq_mul_epHole {A D : ℝ} (hA : 0 < A) (hD : 0 < D) (B C E : ℝ) :
    IntegrableOn (fun y => y ^ 2 * epHole A B C D E y) (Ioi 0) ∧
    ∫ y in Ioi (0 : ℝ), y ^ 2 * epHole A B C D E y
      = -(3 * π / 4) * √A + √π / (2 * √D)
        * (A + B / (2 * D) + 3 * C / (4 * D ^ 2) + 15 * E / (8 * D ^ 3)) := by
  obtain ⟨hL, hLval⟩ := lorentzian_integral hA
  have m := evenGaussian_integrable hD
  -- split the integrand into four Gaussian moments and the Lorentzian
  have e : EqOn (fun y => A * evenGaussian D 0 y + B * evenGaussian D 1 y
      + C * evenGaussian D 2 y + E * evenGaussian D 3 y - A / (1 + 4 * A * y ^ 2 / 9))
      (fun y => y ^ 2 * epHole A B C D E y) (Ioi 0) := by
    intro y hy
    have hy0 : y ≠ 0 := ne_of_gt hy
    simp only [sq_mul_epHole A B C D E hy0, evenGaussian]
    ring
  have i1 : IntegrableOn (fun y => A * evenGaussian D 0 y + B * evenGaussian D 1 y) (Ioi 0) :=
    Integrable.add (Integrable.const_mul (m 0) A) (Integrable.const_mul (m 1) B)
  have i2 : IntegrableOn (fun y => A * evenGaussian D 0 y + B * evenGaussian D 1 y
      + C * evenGaussian D 2 y) (Ioi 0) :=
    Integrable.add i1 (Integrable.const_mul (m 2) C)
  have i3 : IntegrableOn (fun y => A * evenGaussian D 0 y + B * evenGaussian D 1 y
      + C * evenGaussian D 2 y + E * evenGaussian D 3 y) (Ioi 0) :=
    Integrable.add i2 (Integrable.const_mul (m 3) E)
  refine ⟨IntegrableOn.congr_fun (Integrable.sub i3 hL) e measurableSet_Ioi, ?_⟩
  -- the moments follow from the Gaussian integral by recursion
  have h0 : ∫ y in Ioi (0 : ℝ), evenGaussian D 0 y = √π / (2 * √D) := by
    simp only [evenGaussian, mul_zero, pow_zero, one_mul]
    rw [integral_gaussian_Ioi, Real.sqrt_div Real.pi_pos.le]
    ring
  have h1 : ∫ y in Ioi (0 : ℝ), evenGaussian D 1 y = (2 * ((0 : ℕ) : ℝ) + 1) / (2 * D)
      * ∫ y in Ioi (0 : ℝ), evenGaussian D 0 y := evenGaussian_integral_succ hD 0
  have h2 : ∫ y in Ioi (0 : ℝ), evenGaussian D 2 y = (2 * ((1 : ℕ) : ℝ) + 1) / (2 * D)
      * ∫ y in Ioi (0 : ℝ), evenGaussian D 1 y := evenGaussian_integral_succ hD 1
  have h3 : ∫ y in Ioi (0 : ℝ), evenGaussian D 3 y = (2 * ((2 : ℕ) : ℝ) + 1) / (2 * D)
      * ∫ y in Ioi (0 : ℝ), evenGaussian D 2 y := evenGaussian_integral_succ hD 2
  rw [← setIntegral_congr_fun measurableSet_Ioi e, integral_sub i3 hL,
    integral_add i2 (Integrable.const_mul (m 3) E),
    integral_add i1 (Integrable.const_mul (m 2) C),
    integral_add (Integrable.const_mul (m 0) A) (Integrable.const_mul (m 1) B)]
  simp only [integral_const_mul]
  rw [hLval, h3, h2, h1, h0]
  push_cast
  ring
```

The change of variable needs only `k > 0`. For parameters that make the integrals diverge, Lean gives both of them the value 0, and the equality then has no physical content.

```lean
/-- For every Fermi wavevector `k > 0` the hole charge is `4/(3π)` times the radially weighted
integral of the hole in the reduced separation. -/
theorem holeCharge_eq (A B C D E : ℝ) {k : ℝ} (hk : 0 < k) :
    holeCharge A B C D E k
      = 4 / (3 * π) * ∫ y in Ioi (0 : ℝ), y ^ 2 * epHole A B C D E y := by
  have hπ : π ≠ 0 := Real.pi_ne_zero
  have h := integral_comp_mul_left_Ioi (fun y => y ^ 2 * epHole A B C D E y) 0 hk
  simp only [mul_zero, smul_eq_mul] at h
  have e : ∀ u : ℝ, 4 * π * u ^ 2 * (k ^ 3 / (3 * π ^ 2) * epHole A B C D E (k * u))
      = 4 * k / (3 * π) * ((k * u) ^ 2 * epHole A B C D E (k * u)) := by
    intro u
    generalize epHole A B C D E (k * u) = J
    field_simp
  unfold holeCharge
  simp only [e]
  rw [integral_const_mul, h]
  generalize (∫ y in Ioi (0 : ℝ), y ^ 2 * epHole A B C D E y) = I
  field_simp
```

In the last theorem, `closed` is the charge formula above. `key` writes the charge plus one as a positive constant times the error in $E$, which gives both directions of the equivalence.

```lean
/-- For `A, D, k > 0` the hole contains exactly minus one electron if and only if the
parameter `E` has the stated value in terms of `A`, `B`, `C` and `D`. -/
theorem holeCharge_eq_neg_one_iff {A D k : ℝ} (hA : 0 < A) (hD : 0 < D) (hk : 0 < k)
    (B C E : ℝ) :
    holeCharge A B C D E k = -1 ↔
      E = 8 * D ^ 3 / 15 * (3 / 2 * √π * √D * (√A - 1)
        - A - B / (2 * D) - 3 * C / (4 * D ^ 2)) := by
  have hπ : π ≠ 0 := Real.pi_ne_zero
  have hp : 0 < √π := Real.sqrt_pos.mpr Real.pi_pos
  have hd : 0 < √D := Real.sqrt_pos.mpr hD
  have closed : holeCharge A B C D E k = -√A + 2 / (3 * √π * √D)
      * (A + B / (2 * D) + 3 * C / (4 * D ^ 2) + 15 * E / (8 * D ^ 3)) := by
    rw [holeCharge_eq A B C D E hk, (integral_sq_mul_epHole hA hD B C E).2]
    have h1 : 4 / (3 * π) * (3 * π / 4) = 1 := by field_simp
    have h2 : √π / π = 1 / √π := Real.sqrt_div_self'
    linear_combination (-√A) * h1 + 2 / (3 * √D)
      * (A + B / (2 * D) + 3 * C / (4 * D ^ 2) + 15 * E / (8 * D ^ 3)) * h2
  -- the defect of the sum rule is proportional to the error in E
  have key : holeCharge A B C D E k + 1 = 5 / (4 * √π * √D * D ^ 3)
      * (E - 8 * D ^ 3 / 15 * (3 / 2 * √π * √D * (√A - 1)
        - A - B / (2 * D) - 3 * C / (4 * D ^ 2))) := by
    rw [closed]
    generalize √π = p at hp ⊢
    generalize √D = d at hd ⊢
    generalize √A = a
    field_simp
    ring
  have hc : 5 / (4 * √π * √D * D ^ 3) ≠ 0 := by positivity
  constructor
  · intro h
    rw [h] at key
    have h0 := (mul_eq_zero.mp (key.symm.trans (by norm_num))).resolve_left hc
    exact sub_eq_zero.mp h0
  · intro h
    rw [sub_eq_zero.mpr h, mul_zero] at key
    linarith

end

end ErnzerhofPerdewHole
```

```lean
#print axioms ErnzerhofPerdewHole.integral_sq_mul_epHole
#print axioms ErnzerhofPerdewHole.holeCharge_eq_neg_one_iff
```

```
'ErnzerhofPerdewHole.integral_sq_mul_epHole' depends on axioms: [propext, Classical.choice, Quot.sound]
'ErnzerhofPerdewHole.holeCharge_eq_neg_one_iff' depends on axioms: [propext, Classical.choice, Quot.sound]
```

Hole models of this kind enter the construction of range-separated exchange functionals; the result applies to the form without dependence on the density gradient. That $J$, scaled by a local $k_F$, represents the exchange hole of a real, inhomogeneous system is a physical assumption which the hypotheses leave open.
